# Darboux transformation: a nodeless solution maps solutions for $V$ to solutions for $V - 2(u'/u)'$ at the same energy

## Can one nodeless solution turn a solved potential into another one?

I have a particle moving in one dimension, or a radial problem in a spherical potential, written for $r$ times the radial function and with the centrifugal term included in $V$, and I know the solutions of the stationary Schrödinger equation for a potential $V(x)$. In units with $\hbar^2/2m = 1$, a solution $f$ at energy $E$ obeys $f'' = (V - E) f$. One particular solution $u$, at an energy $E_0$, has no node on the open interval I care about. The claim is that

$$g = f' - \frac{u'}{u}\, f$$

then solves $g'' = (V - 2(u'/u)' - E)\, g$, so that I get solutions for a second potential at the same energy $E$ without integrating anything. What bothers me is that $g$ already contains $f'$, so $g''$ seems to need $f'''$ and with it $V'$, and the statement I know assumes that $V$ is differentiable. Is that assumption used? I would like to see the claim stated precisely and proved in a machine-checked form, with all hypotheses visible, and to know whether $f$ can be recovered from $g$.

## The potential cancels out of $g'$

The claim holds on any open interval on which $u$ has no zero, and differentiability of $V$ is not used. The reason is that $V$ drops out of $g'$ before the second derivative is taken.

Write $w = u'/u$ for the logarithmic derivative of the seed $u$, and $W(p, q) = p q' - p' q$ for the Wronskian of two functions $p$ and $q$. The condition $u \neq 0$ keeps $w$ finite: at a node of $u$ it has a pole, and the new potential is singular there. Physically the condition is met by a ground state in the interior of its domain, and by any solution other than zero on the open interval between two neighbouring nodes. Putting $g$ over the common denominator gives

$$g = f' - w f = \frac{u f' - u' f}{u} = \frac{W(u, f)}{u}.$$

The quotient rule and the equation $u'' = (V - E_0) u$ give the Riccati equation

$$w' = \frac{u''}{u} - \frac{u'^2}{u^2} = V - E_0 - w^2 .$$

Now differentiate $g$ once, and insert $f'' = (V - E) f$ and the Riccati equation:

$$g' = f'' - w' f - w f' = (V - E) f - (V - E_0 - w^2) f - w f' = (E_0 - E) f - w\,(f' - w f).$$

The two terms $V f$ cancel, and what remains is the first-order relation

$$g' = (E_0 - E) f - w g .$$

The right-hand side is built from $f$, $w$ and $g$, each of which is differentiable on the interval, and the relation holds at every point of it. It can therefore be differentiated again, and neither $f'''$ nor $V'$ appears:

$$g'' = (E_0 - E) f' - w' g - w g' = (E_0 - E)(f' - w f) - w' g + w^2 g = (E_0 - E - w' + w^2)\, g .$$

The Riccati equation in the form $w^2 = V - E_0 - w'$ turns the bracket into $V - 2 w' - E$. With the partner potential $\tilde V = V - 2 w'$ this is $g'' = (\tilde V - E)\, g$.

Three further facts follow from the same two relations. For $E \neq E_0$ the first-order relation can be solved for $f$:

$$f = \frac{g' + w g}{E_0 - E}.$$

At $E = E_0$ the seed itself is sent to $u' - w u = 0$, but its reciprocal $v = 1/u$ solves the partner equation at that energy: $v' = -u'/u^2 = -w v$, hence $v'' = -w' v - w v' = (w^2 - w') v = (V - 2w' - E_0)\, v$. Finally, let $f_1$ and $f_2$ be two solutions at the same energy $E$, with transforms $g_1$ and $g_2$. In $W(g_1, g_2) = g_1 g_2' - g_1' g_2$ the terms $w g_1 g_2$ cancel, so that

$$W(g_1, g_2) = (E_0 - E)(g_1 f_2 - f_1 g_2) = (E_0 - E)(f_1' f_2 - f_1 f_2') = (E - E_0)\, W(f_1, f_2),$$

where the terms $w f_1 f_2$ cancel in the second step. For $E \neq E_0$ a nonzero Wronskian stays nonzero.

As an example take the free particle, $V = 0$, with the seed $u = \cosh x$. It has $u'' = u$, which is the equation at $E_0 = -1$, and it is positive everywhere. Then $w = \tanh x$, the Riccati equation gives $w' = 1 - \tanh^2 x = 1/\cosh^2 x$, and the partner is the Pöschl–Teller well $\tilde V = -2/\cosh^2 x$ of this one depth and width. The free solution $f = \sin kx$, with real wave number $k$ and $E = k^2$, is sent to $g = k \cos kx - \tanh x \, \sin kx$.

## How the definitions encode the Schrödinger equation

All functions are of type `ℝ → ℝ`, so wave functions and potentials are real and depend on one variable, and the energies `E₀` and `E` are real numbers. The predicate `Solves V E f I` says that at each point $x$ of the set `I` the function $f$ is differentiable and its derivative function `deriv f` has the derivative $(V(x) - E) f(x)$. This fixes the units $\hbar^2/2m = 1$ and the sign convention $-f'' + V f = E f$. The definitions `logDer u`, `darboux u f`, `partner V u` and `wronskian f g` are $w$, $g$, $\tilde V$ and $W$, with the order of the Wronskian as above. Lean assigns the value zero to a division by zero and to `deriv` of a function that is not differentiable; the hypothesis `h0`, which says that $u$ vanishes nowhere on the set, together with `riccati` ensures that `logDer u` and the derivative inside `partner` have their ordinary meaning in every theorem that assumes the equation for $u$. The exception is `darboux_eq_wronskian_div`, which assumes only $u(x) \neq 0$ and no differentiability: it is an algebraic identity between the values of `deriv`, whatever they are.

The main theorem `darboux_solves` reads: if $u$ solves the equation at $E_0$ on the open interval `Ioo a b`, is nowhere zero there, and $f$ solves it at $E$ on the same interval, then `darboux u f` solves the equation with potential `partner V u` at the same $E$. No separate hypothesis is placed on $V$. The conclusion has the same form as the hypotheses, so it includes the existence of $g'$ and $g''$. The end points are real numbers. For $b \le a$ the interval is empty and the statement has no content, and a result on the whole line or a half-line is obtained by applying it to a bounded interval around each point. Only `darboux_solves`, `inv_seed_solves` and `poschl_teller_solves` are stated on an interval; `riccati`, `hasDerivAt_darboux`, `darboux_inverse` and `wronskian_darboux` hold at each point of an arbitrary set `I`. All four assume that $u$ solves the equation at $E_0$ and has no zero on `I`, and the last three also that the functions to be transformed solve it at $E$ there.

The statements are local facts about a differential equation. In quantum mechanics the Darboux transformation is often read as a relation between the spectra of two Hamiltonians, and that reading needs boundary conditions and normalisability, neither of which occurs in the file. The theorem `darboux_inverse` recovers $f$ from its own transform; it does not say that every solution of the partner equation is a transform. The main theorem allows $g = 0$, which happens for $f = u$ and, in the example, for $k = 0$. The existence of the solutions $u$ and $f$ is assumed in the general theorems and shown only for the free particle. Because the equation is required at every point, with an ordinary second derivative, the hypothesis on $u$ ties $V$ to $E_0 + u''/u$: a delta potential is not covered, and a potential with a step is treated on each side of the step separately.

```lean
import Mathlib

open Set Filter Topology

namespace DarbouxTransformation

noncomputable section

/-- `f` solves the stationary Schrödinger equation `f'' = (V - E) f` at every point of `I`. -/
def Solves (V : ℝ → ℝ) (E : ℝ) (f : ℝ → ℝ) (I : Set ℝ) : Prop :=
  ∀ x ∈ I, DifferentiableAt ℝ f x ∧ HasDerivAt (deriv f) ((V x - E) * f x) x

/-- The logarithmic derivative `u'/u` of the seed function. -/
def logDer (u : ℝ → ℝ) (x : ℝ) : ℝ := deriv u x / u x

/-- The Darboux transform `g = f' - (u'/u) f` of `f` with seed `u`. -/
def darboux (u f : ℝ → ℝ) (x : ℝ) : ℝ := deriv f x - logDer u x * f x

/-- The partner potential `V - 2 (u'/u)'`. -/
def partner (V u : ℝ → ℝ) (x : ℝ) : ℝ := V x - 2 * deriv (logDer u) x

/-- The Wronskian `f g' - f' g`. -/
def wronskian (f g : ℝ → ℝ) (x : ℝ) : ℝ := f x * deriv g x - deriv f x * g x

variable {V u f : ℝ → ℝ} {E₀ E a b : ℝ} {I : Set ℝ}

/-- Where the seed does not vanish, the Darboux transform is the Wronskian of `u` and `f`
divided by `u`. -/
theorem darboux_eq_wronskian_div {x : ℝ} (h0 : u x ≠ 0) :
    darboux u f x = wronskian u f x / u x := by
  rw [eq_div_iff h0]
  simp only [darboux, logDer, wronskian]
  field_simp

/-- Riccati equation: `w = u'/u` of a nodeless solution at energy `E₀` has
`w' = V - E₀ - w²`. -/
theorem riccati (hu : Solves V E₀ u I) (h0 : ∀ x ∈ I, u x ≠ 0) {x : ℝ} (hx : x ∈ I) :
    HasDerivAt (logDer u) (V x - E₀ - logDer u x ^ 2) x := by
  obtain ⟨h1, h2⟩ := hu x hx
  have hne := h0 x hx
  have h : HasDerivAt (fun y => deriv u y / u y) _ x := h2.fun_div h1.hasDerivAt hne
  refine HasDerivAt.congr_deriv (f := logDer u) h ?_
  simp only [logDer]
  field_simp

/-- The transform `g` of a solution `f` at energy `E` has `g' = (E₀ - E) f - (u'/u) g`. -/
theorem hasDerivAt_darboux (hu : Solves V E₀ u I) (h0 : ∀ x ∈ I, u x ≠ 0)
    (hf : Solves V E f I) {x : ℝ} (hx : x ∈ I) :
    HasDerivAt (darboux u f) ((E₀ - E) * f x - logDer u x * darboux u f x) x := by
  obtain ⟨h1, h2⟩ := hf x hx
  have h : HasDerivAt (fun y => deriv f y - logDer u y * f y) _ x :=
    h2.fun_sub ((riccati hu h0 hx).fun_mul h1.hasDerivAt)
  refine HasDerivAt.congr_deriv (f := darboux u f) h ?_
  simp only [darboux]
  ring

/-- Darboux transformation: if `u` is a nodeless solution at energy `E₀` and `f` a solution at
energy `E` on an open interval, then `g = f' - (u'/u) f` solves
`g'' = (V - 2 (u'/u)' - E) g` there. -/
theorem darboux_solves (hu : Solves V E₀ u (Ioo a b)) (h0 : ∀ x ∈ Ioo a b, u x ≠ 0)
    (hf : Solves V E f (Ioo a b)) :
    Solves (partner V u) E (darboux u f) (Ioo a b) := by
  intro x hx
  have hg := hasDerivAt_darboux hu h0 hf hx
  have hw := riccati hu h0 hx
  refine ⟨hg.differentiableAt, ?_⟩
  -- the first-order relation for g' holds on a neighbourhood of x
  have hev : deriv (darboux u f) =ᶠ[𝓝 x]
      fun y => (E₀ - E) * f y - logDer u y * darboux u f y := by
    filter_upwards [isOpen_Ioo.mem_nhds hx] with y hy
    exact (hasDerivAt_darboux hu h0 hf hy).deriv
  -- differentiate it once more, using the Riccati equation
  have h : HasDerivAt (fun y => (E₀ - E) * f y - logDer u y * darboux u f y) _ x :=
    (((hf x hx).1.hasDerivAt).const_mul (E₀ - E)).fun_sub (hw.fun_mul hg)
  refine (h.congr_of_eventuallyEq hev).congr_deriv ?_
  simp only [partner, hw.deriv, darboux]
  ring

/-- For `E ≠ E₀` the solution `f` is recovered from its transform `g` as
`f = (g' + (u'/u) g) / (E₀ - E)`. -/
theorem darboux_inverse (hu : Solves V E₀ u I) (h0 : ∀ x ∈ I, u x ≠ 0)
    (hf : Solves V E f I) (hE : E ≠ E₀) {x : ℝ} (hx : x ∈ I) :
    f x = (deriv (darboux u f) x + logDer u x * darboux u f x) / (E₀ - E) := by
  have hne : E₀ - E ≠ 0 := sub_ne_zero.mpr hE.symm
  rw [(hasDerivAt_darboux hu h0 hf hx).deriv, eq_div_iff hne]
  ring

/-- The reciprocal `1/u` of the nodeless seed solves the partner equation at the seed
energy `E₀`. -/
theorem inv_seed_solves (hu : Solves V E₀ u (Ioo a b)) (h0 : ∀ x ∈ Ioo a b, u x ≠ 0) :
    Solves (partner V u) E₀ (fun y => 1 / u y) (Ioo a b) := by
  -- (1/u)' = -(u'/u) (1/u)
  have h1 : ∀ y ∈ Ioo a b,
      HasDerivAt (fun z => 1 / u z) (-(logDer u y * (1 / u y))) y := by
    intro y hy
    have hne := h0 y hy
    have h : HasDerivAt (fun z => 1 / u z) _ y :=
      (hasDerivAt_const y (1 : ℝ)).fun_div (hu y hy).1.hasDerivAt hne
    refine h.congr_deriv ?_
    simp only [logDer, zero_mul, zero_sub]
    field_simp
  intro x hx
  have hw := riccati hu h0 hx
  refine ⟨(h1 x hx).differentiableAt, ?_⟩
  have hev : deriv (fun z => 1 / u z) =ᶠ[𝓝 x] fun y => -(logDer u y * (1 / u y)) := by
    filter_upwards [isOpen_Ioo.mem_nhds hx] with y hy
    exact (h1 y hy).deriv
  have h : HasDerivAt (fun y => -(logDer u y * (1 / u y))) _ x :=
    (hw.fun_mul (h1 x hx)).fun_neg
  refine (h.congr_of_eventuallyEq hev).congr_deriv ?_
  simp only [partner, hw.deriv]
  ring

/-- For two solutions at the same energy `E`, the Wronskian of their transforms is `E - E₀`
times their own Wronskian. -/
theorem wronskian_darboux {f₁ f₂ : ℝ → ℝ} (hu : Solves V E₀ u I) (h0 : ∀ x ∈ I, u x ≠ 0)
    (h₁ : Solves V E f₁ I) (h₂ : Solves V E f₂ I) {x : ℝ} (hx : x ∈ I) :
    wronskian (darboux u f₁) (darboux u f₂) x = (E - E₀) * wronskian f₁ f₂ x := by
  simp only [wronskian, (hasDerivAt_darboux hu h0 h₁ hx).deriv,
    (hasDerivAt_darboux hu h0 h₂ hx).deriv, darboux]
  ring

/-- For the free particle, `cosh` solves the equation at energy `-1` and `sin (k x)` solves
it at energy `k²`. -/
theorem free_particle_witness (k : ℝ) (I : Set ℝ) :
    Solves (fun _ => 0) (-1) Real.cosh I ∧
      Solves (fun _ => 0) (k ^ 2) (fun y => Real.sin (k * y)) I := by
  constructor
  · intro x _
    refine ⟨Real.differentiable_cosh x, ?_⟩
    have hd : deriv Real.cosh = Real.sinh :=
      funext fun y => (Real.hasDerivAt_cosh y).deriv
    rw [hd]
    exact (Real.hasDerivAt_sinh x).congr_deriv (by ring)
  · intro x _
    have hl : ∀ y : ℝ, HasDerivAt (fun z : ℝ => k * z) k y := fun y =>
      ((hasDerivAt_id' y).const_mul k).congr_deriv (mul_one k)
    have hs : ∀ y : ℝ, HasDerivAt (fun z => Real.sin (k * z)) (Real.cos (k * y) * k) y :=
      fun y => (hl y).sin
    refine ⟨(hs x).differentiableAt, ?_⟩
    have hd : deriv (fun z => Real.sin (k * z)) = fun y => Real.cos (k * y) * k :=
      funext fun y => (hs y).deriv
    rw [hd]
    exact ((hl x).cos.mul_const k).congr_deriv (by ring)

/-- The transform of `sin (k x)` with seed `cosh` solves the equation with the
Pöschl–Teller potential `-2 / cosh² x` at energy `k²`. -/
theorem poschl_teller_solves (k a b : ℝ) :
    Solves (fun y => -2 / Real.cosh y ^ 2) (k ^ 2)
      (darboux Real.cosh fun y => Real.sin (k * y)) (Ioo a b) := by
  have hne : ∀ y : ℝ, Real.cosh y ≠ 0 := fun y => (Real.cosh_pos y).ne'
  -- the partner of V = 0 with seed cosh is -2 / cosh²
  have hp : partner (fun _ => 0) Real.cosh = fun y => -2 / Real.cosh y ^ 2 := by
    funext y
    have hw := riccati (free_particle_witness k univ).1 (fun z _ => hne z) (mem_univ y)
    have hc : Real.cosh y ^ 2 ≠ 0 := pow_ne_zero 2 (hne y)
    have hs : Real.sinh y ^ 2 / Real.cosh y ^ 2 * Real.cosh y ^ 2 = Real.sinh y ^ 2 :=
      div_mul_cancel₀ _ hc
    have hl : logDer Real.cosh y = Real.sinh y / Real.cosh y := by
      unfold logDer
      rw [(Real.hasDerivAt_cosh y).deriv]
    unfold partner
    rw [hw.deriv, hl, eq_div_iff hc, div_pow]
    linear_combination 2 * hs - 2 * Real.cosh_sq y
  rw [← hp]
  exact darboux_solves (free_particle_witness k _).1 (fun z _ => hne z)
    (free_particle_witness k _).2

end

end DarbouxTransformation
```

```lean
#print axioms DarbouxTransformation.darboux_solves
-- 'DarbouxTransformation.darboux_solves' depends on axioms: [propext, Classical.choice, Quot.sound]
#print axioms DarbouxTransformation.inv_seed_solves
-- 'DarbouxTransformation.inv_seed_solves' depends on axioms: [propext, Classical.choice, Quot.sound]
#print axioms DarbouxTransformation.wronskian_darboux
-- 'DarbouxTransformation.wronskian_darboux' depends on axioms: [propext, Classical.choice, Quot.sound]
#print axioms DarbouxTransformation.poschl_teller_solves
-- 'DarbouxTransformation.poschl_teller_solves' depends on axioms: [propext, Classical.choice, Quot.sound]
```

## From the Riccati equation to the partner equation in Lean

The differentiation lemmas all follow one pattern. A `HasDerivAt` fact is assembled from the sum, product and quotient rules with its value left open, and `congr_deriv` then reduces the goal to an algebraic identity between that value and the claimed one.

The theorem `darboux_eq_wronskian_div` is the common-denominator step: `eq_div_iff h0` multiplies by $u$ and `field_simp` finishes. In `riccati`, the term `h2.fun_div h1.hasDerivAt hne` is the quotient rule for $u'/u$ with $u''$ already replaced by $(V - E_0) u$, and `field_simp` compares $((V - E_0) u \cdot u - u' u')/u^2$ with $V - E_0 - w^2$. In `hasDerivAt_darboux` the product rule for $w f$ takes $w'$ from `riccati`, the result is subtracted from $f''$, and `ring` performs the cancellation of $V f$.

In `darboux_solves` the open interval does its work. The first-order relation gives the value of $g'$ point by point, and differentiating $g'$ at $x$ requires that relation on a whole neighbourhood of $x$. The step `hev` supplies this: `isOpen_Ioo.mem_nhds hx` says that the interval is a neighbourhood of $x$, and `filter_upwards` applies `hasDerivAt_darboux` at each point $y$ in it. The step `h` differentiates $(E_0 - E) f - w g$, and `congr_of_eventuallyEq` transfers that derivative to `deriv (darboux u f)`. The closing identity is arranged differently from the derivation above, which eliminated $w^2$: here `hw.deriv` replaces $w'$ inside `partner` by $V - E_0 - w^2$, so both sides become polynomials in $V$, $w$, $f$, $f'$ and the energies, and `ring` confirms that they agree.

The theorem `darboux_inverse` rewrites $g'$ by the first-order relation and multiplies by $E_0 - E$, which `hE` makes nonzero. The theorem `inv_seed_solves` repeats the structure of the main proof with `h1`, the relation $v' = -w v$, in place of the first-order relation for $g$. The theorem `wronskian_darboux` substitutes $g_1'$ and $g_2'$, unfolds $g_1$ and $g_2$, and leaves both cancellations to `ring`.

For the example, `free_particle_witness` differentiates $\cosh x$ and $\sin kx$ twice, on any set. In `poschl_teller_solves` the step `hp` identifies the partner of $V = 0$ with $-2/\cosh^2 x$: `riccati` gives $w' = 1 - w^2$, `hl` gives $w = \sinh x/\cosh x$, and after multiplication by $\cosh^2 x$ the `linear_combination` uses $\cosh^2 x = \sinh^2 x + 1$. The main theorem then applies directly.

## The Pöschl–Teller well at $x = \ln 2$

Take $k = 1$, so $E = 1$, $E_0 = -1$ and $f = \sin x$, and evaluate at $x = \ln 2$. There $\cosh x = 5/4$ and $\sinh x = 3/4$, so $w = 0.6$, $w' = 16/25 = 0.64$, $w'' = -2 w w' = -0.768$ and $\tilde V = -1.28$. Write $s = \sin(\ln 2) \approx 0.6390$ and $c = \cos(\ln 2) \approx 0.7692$. The transform is $g = \cos x - w \sin x = c - 0.6\, s \approx 0.3859$.

Differentiating this expression directly gives $g' = -s - w' s - w c = -1.64\, s - 0.6\, c \approx -1.5094$. The first-order relation gives $-2 s - 0.6\,(c - 0.6\, s) = -1.64\, s - 0.6\, c$, the same value. The direct second derivative is

$$g'' = -c - w'' s - 2 w' c + w s = -2.28\, c + 1.368\, s \approx -0.8798,$$

and the partner equation predicts $(\tilde V - E)\, g = -2.28\,(c - 0.6\, s) = -2.28\, c + 1.368\, s$. The inverse formula returns $(g' + w g)/(E_0 - E) \approx (-1.5094 + 0.2315)/(-2) \approx 0.6390$, which is $s$.

## Bound state of the well and radial functions

These numbers and the two observations that follow are ordinary consequences of the formulas and are not among the theorems of the file. With the seed $\cosh x$, the reciprocal $1/\cosh x$ solves the Pöschl–Teller equation at energy $-1$; it is square integrable on the line, with normalised form $1/(\sqrt{2} \cosh x)$, although the seed is not.

For the single-particle radial equation on an interval of the radius $r > 0$, the centrifugal potential $V = l(l+1)/r^2$ of angular momentum $l$ has the nodeless seed $u = r^{l+1}$ at $E_0 = 0$, with $w = (l+1)/r$ and partner $(l+1)(l+2)/r^2$. Here $f$ is the reduced radial function, $r$ times the radial part of the wave function. For $E \neq 0$ the transformation sends a nonzero free solution for $l$ to a nonzero free solution for $l+1$ at the same energy; with $j_l$ the spherical Bessel function and $E = k^2$, the function $r\, j_l(kr)$ is sent to $-k\, r\, j_{l+1}(kr)$. At $E = 0$ the regular solution $r^{l+1}$ is the seed and is sent to zero. Divided by $r$, the free solutions at $E \neq 0$ are the radial functions to which multiple-scattering theory with muffin-tin potentials matches the solution inside an atomic sphere; $E$ is then measured from the constant potential between the spheres.
